# A log-gas under a strictly increasing restoring force has at most one ordered equilibrium

## Charged wires in a trough

Long parallel wires with equal charge repel each other with a force proportional to one over their distance. Let $N$ such wires move only sideways, in a common plane, and let an external force hold them together. Seen end-on, they are $N$ particles on a line. They come to rest where the external force on each particle cancels the repulsion by all the others. Could the same particles, in the same order, also rest in a different arrangement?

Number the particles $i=0,\dots,N-1$ and let $x_i$ be their positions. In units where the pair force is exactly one over the distance, the repulsive force on particle $i$ is

$$R_i(x)=\sum_{j\ne i}\frac{1}{x_i-x_j}.$$

It is positive when it pushes to the right. The external force on a particle at position $t$ is written $-F(t)$, so that a positive $F$ pulls to the left. Force balance then reads $F(x_i)=R_i(x)$ for every $i$.

The system is called a log-gas because the pair energy is $-\log|x_i-x_j|$. If $F$ is the derivative of a potential $V$, the balance condition says that $\sum_i V(x_i)-\sum_{i<j}\log|x_i-x_j|$ is stationary.

The same equations occur in quantum mechanics. For non-interacting spinless fermions in a one-dimensional harmonic trap, in oscillator units, the ground-state wave function is a Vandermonde determinant times a Gaussian, and its modulus is stationary, away from its zeros, exactly where force balance holds with $F(t)=t$.

## The statement and its Lean form

**Let $F$ be strictly increasing. If $x$ and $y$ are strictly ordered configurations of $N$ particles and both satisfy force balance, then $x=y$.**

This is `equilibrium_unique`. A configuration is a function `x : Fin N → ℝ`, and `StrictMono x` says $x_0<x_1<\dots<x_{N-1}$. The sum $R_i(x)$ is `repulsion x i`, and `IsEquilibrium F x` is force balance on every particle. The hypothesis `StrictMono F` stands for a trap that pulls harder to the left the further right a particle sits; when $F=V'$, it means that $V$ is strictly convex. Continuity of $F$ is not required.

The theorem concerns a finite number of identical particles at rest, all subject to the same $F$, which is defined on the whole line. It leaves open whether an equilibrium exists. For $F(t)=e^t$ and $N\ge1$ there is none: the repulsions add up to zero, while the values of $F$ are all positive.

## Comparing two equilibria

**Work of the pair forces.** Take the forces at a fixed configuration $x$ and a displacement $d$. Exchanging the names of the two summation indices gives

$$\sum_i d_iR_i(x)=\sum_{i\ne j}\frac{d_i}{x_i-x_j}=-\sum_{i\ne j}\frac{d_j}{x_i-x_j}.$$

The average of the last two expressions is

$$\sum_i d_iR_i(x)=\frac12\sum_{i\ne j}\frac{d_i-d_j}{x_i-x_j}.$$

**Difference of two works.** Now let $d=x-y$, and write $a=x_i-x_j$ and $b=y_i-y_j$ for the separations of one pair. Then $d_i-d_j=a-b$, and

$$\frac{a-b}{a}-\frac{a-b}{b}=-\frac{(a-b)^2}{ab}.$$

Using the work formula once with the forces at $x$ and once with those at $y$, and subtracting, we get

$$\sum_i(x_i-y_i)\bigl(R_i(x)-R_i(y)\bigr)=-\frac12\sum_{i\ne j}\frac{\bigl((x_i-x_j)-(y_i-y_j)\bigr)^2}{(x_i-x_j)(y_i-y_j)}.$$

**Two opposite signs.** Since $x$ and $y$ have the same order, $x_i-x_j$ and $y_i-y_j$ have the same sign. Every denominator is positive, so the right-hand side is at most zero. At two equilibria the left-hand side equals

$$\sum_i(x_i-y_i)\bigl(F(x_i)-F(y_i)\bigr),$$

which is at least zero because $F$ is increasing. Both sides therefore vanish. A sum of nonnegative terms is zero only if each term is, so $x_i-x_j=y_i-y_j$ for all pairs.

**From separations to positions.** Equal separations give $R_i(x)=R_i(y)$, hence $F(x_i)=F(y_i)$. A strictly increasing function takes no value twice, so $x_i=y_i$.

## Three particles in numbers

Let $x=(-1,0,1)$. The repulsions are

$$R_0=\frac1{-1}+\frac1{-2}=-\frac32,\qquad R_1=\frac11+\frac1{-1}=0,\qquad R_2=\frac12+\frac11=\frac32.$$

This is an equilibrium for $F(t)=\tfrac32t$, and by the theorem it is the only ordered one.

The difference formula can be checked against the stretched configuration $y=(-2,0,2)$, whose repulsions are $(-\tfrac34,0,\tfrac34)$. The left-hand side is $1\cdot(-\tfrac34)+0+(-1)\cdot\tfrac34=-\tfrac32$. On the right, the three pairs contribute $\tfrac12$, $\tfrac12$ and $\tfrac48$. Each pair occurs twice in the double sum, which cancels the factor $\tfrac12$, and the result is again $-\tfrac32$.

## A force with flat parts

Suppose that $F$ is increasing but not strictly: $F(t)=-\tfrac12$ for $t<0$ and $F(t)=\tfrac12$ for $t\ge0$. Two particles at $s-1$ and $s+1$ repel each other with forces $-\tfrac12$ and $\tfrac12$. For every $s$ with $-1<s<1$ the first particle is left of the origin and the second is right of it, so both forces balance. The pair can slide without losing equilibrium. Its separation stays fixed, as the argument above requires, since strictness entered only in the last step.

## The Lean file

```lean
import Mathlib

namespace LogGasEquilibrium

noncomputable section

/-- The total repulsive force on particle `i` of a one-dimensional log-gas with positions `x`. -/
def repulsion {N : ℕ} (x : Fin N → ℝ) (i : Fin N) : ℝ :=
  ∑ j ∈ Finset.univ.erase i, 1 / (x i - x j)

/-- Force balance: on every particle the external force, written `-F`, cancels the repulsion by the
others. -/
def IsEquilibrium {N : ℕ} (F : ℝ → ℝ) (x : Fin N → ℝ) : Prop :=
  ∀ i, F (x i) = repulsion x i

/-- A restoring force of constant magnitude `1/2` towards the origin, counted positive when it pulls
to the left. -/
def stepForce (t : ℝ) : ℝ := if t < 0 then -1 / 2 else 1 / 2

/-- The repulsion may be summed over all particles, the term `j = i` being zero in Lean. -/
lemma repulsion_eq_sum {N : ℕ} (x : Fin N → ℝ) (i : Fin N) :
    repulsion x i = ∑ j, 1 / (x i - x j) :=
  Finset.sum_erase _ (by simp)

/-- The work of the repulsive forces along a displacement `d` is half the double sum of the
relative displacements divided by the separations. -/
theorem work_eq {N : ℕ} (x d : Fin N → ℝ) :
    ∑ i, d i * repulsion x i = (∑ i, ∑ j, (d i - d j) / (x i - x j)) / 2 := by
  simp_rw [repulsion_eq_sum, Finset.mul_sum]
  -- action equals reaction: exchange the two summation labels
  have h : ∑ i, ∑ j, d i * (1 / (x i - x j)) = ∑ i, ∑ j, -(d j * (1 / (x i - x j))) := by
    rw [Finset.sum_comm]
    refine Finset.sum_congr rfl fun a _ => Finset.sum_congr rfl fun b _ => ?_
    have e : 1 / (x b - x a) = -(1 / (x a - x b)) := by
      rw [← neg_sub (x a) (x b), div_neg]
    rw [e, mul_neg]
  have h2 : ∑ i, ∑ j, (d i - d j) / (x i - x j) =
      ∑ i, ∑ j, d i * (1 / (x i - x j)) + ∑ i, ∑ j, -(d j * (1 / (x i - x j))) := by
    rw [← Finset.sum_add_distrib]
    refine Finset.sum_congr rfl fun i _ => ?_
    rw [← Finset.sum_add_distrib]
    refine Finset.sum_congr rfl fun j _ => ?_
    ring
  linarith

/-- For two configurations without coincident particles, the change of the repulsion paired with
the displacement is minus half a sum of squared changes of separation over products of
separations. -/
theorem repulsion_difference {N : ℕ} {x y : Fin N → ℝ}
    (hx : Function.Injective x) (hy : Function.Injective y) :
    ∑ i, (x i - y i) * (repulsion x i - repulsion y i) =
      -(∑ i, ∑ j, ((x i - x j) - (y i - y j)) ^ 2 / ((x i - x j) * (y i - y j))) / 2 := by
  have wx : ∑ i, (x i - y i) * repulsion x i =
      (∑ i, ∑ j, ((x i - y i) - (x j - y j)) / (x i - x j)) / 2 :=
    work_eq x (fun i => x i - y i)
  have wy : ∑ i, (x i - y i) * repulsion y i =
      (∑ i, ∑ j, ((x i - y i) - (x j - y j)) / (y i - y j)) / 2 :=
    work_eq y (fun i => x i - y i)
  have split : ∑ i, (x i - y i) * (repulsion x i - repulsion y i) =
      ∑ i, (x i - y i) * repulsion x i - ∑ i, (x i - y i) * repulsion y i := by
    rw [← Finset.sum_sub_distrib]
    exact Finset.sum_congr rfl fun i _ => by ring
  have key : ∑ i, ∑ j, ((x i - y i) - (x j - y j)) / (x i - x j) -
      ∑ i, ∑ j, ((x i - y i) - (x j - y j)) / (y i - y j) =
      -∑ i, ∑ j, ((x i - x j) - (y i - y j)) ^ 2 / ((x i - x j) * (y i - y j)) := by
    rw [← Finset.sum_sub_distrib, ← Finset.sum_neg_distrib]
    refine Finset.sum_congr rfl fun i _ => ?_
    rw [← Finset.sum_sub_distrib, ← Finset.sum_neg_distrib]
    refine Finset.sum_congr rfl fun j _ => ?_
    by_cases hij : i = j
    · subst hij
      simp
    · have ha : x i - x j ≠ 0 := sub_ne_zero.2 fun h => hij (hx h)
      have hb : y i - y j ≠ 0 := sub_ne_zero.2 fun h => hij (hy h)
      rw [div_sub_div _ _ ha hb, ← neg_div]
      congr 1
      ring
  linarith

/-- For a monotone restoring force, any two equilibria with the same particle order have the same
separations. -/
theorem equal_separations {N : ℕ} {F : ℝ → ℝ} (hF : Monotone F) {x y : Fin N → ℝ}
    (hx : StrictMono x) (hy : StrictMono y)
    (ex : IsEquilibrium F x) (ey : IsEquilibrium F y) (i j : Fin N) :
    x i - x j = y i - y j := by
  have hpos : ∀ a b : Fin N, a ≠ b → 0 < (x a - x b) * (y a - y b) := by
    intro a b hab
    rcases lt_or_gt_of_ne hab with h | h
    · exact mul_pos_of_neg_of_neg (sub_neg.2 (hx h)) (sub_neg.2 (hy h))
    · exact mul_pos (sub_pos.2 (hx h)) (sub_pos.2 (hy h))
  have hT : ∀ a b : Fin N,
      0 ≤ ((x a - x b) - (y a - y b)) ^ 2 / ((x a - x b) * (y a - y b)) := by
    intro a b
    by_cases hab : a = b
    · subst hab
      simp
    · exact div_nonneg (sq_nonneg _) (hpos a b hab).le
  -- monotonicity of `F` makes the work difference at two equilibria nonnegative
  have hL : 0 ≤ ∑ a, (x a - y a) * (repulsion x a - repulsion y a) := by
    refine Finset.sum_nonneg fun a _ => ?_
    rw [← ex a, ← ey a]
    rcases le_total (x a) (y a) with h | h
    · nlinarith [mul_nonneg (sub_nonneg.2 h) (sub_nonneg.2 (hF h))]
    · exact mul_nonneg (sub_nonneg.2 h) (sub_nonneg.2 (hF h))
  rw [repulsion_difference hx.injective hy.injective] at hL
  have hrow : ∀ a ∈ (Finset.univ : Finset (Fin N)),
      0 ≤ ∑ b, ((x a - x b) - (y a - y b)) ^ 2 / ((x a - x b) * (y a - y b)) :=
    fun a _ => Finset.sum_nonneg fun b _ => hT a b
  have hS := le_antisymm (by linarith) (Finset.sum_nonneg hrow)
  have hi := (Finset.sum_eq_zero_iff_of_nonneg hrow).1 hS i (Finset.mem_univ i)
  have hij := (Finset.sum_eq_zero_iff_of_nonneg fun b _ => hT i b).1 hi j (Finset.mem_univ j)
  by_cases h : i = j
  · subst h
    simp
  · rcases div_eq_zero_iff.1 hij with h0 | h0
    · exact sub_eq_zero.1 (pow_eq_zero_iff (two_ne_zero)|>.1 h0)
    · exact absurd h0 (hpos i j h).ne'

/-- For a strictly increasing restoring force, a log-gas has at most one equilibrium with strictly
ordered positions. -/
theorem equilibrium_unique {N : ℕ} {F : ℝ → ℝ} (hF : StrictMono F) {x y : Fin N → ℝ}
    (hx : StrictMono x) (hy : StrictMono y)
    (ex : IsEquilibrium F x) (ey : IsEquilibrium F y) : x = y := by
  funext i
  apply hF.injective
  -- equal separations produce equal repulsions
  rw [ex i, ey i]
  unfold repulsion
  exact Finset.sum_congr rfl fun j _ => by
    rw [equal_separations hF.monotone hx hy ex ey i j]

/-- Without an ordering, two equilibria with distinct positions differ only by a relabelling of
the particles. -/
theorem equilibrium_unique_up_to_perm {N : ℕ} {F : ℝ → ℝ} (hF : StrictMono F)
    {x y : Fin N → ℝ} (hx : Function.Injective x) (hy : Function.Injective y)
    (ex : IsEquilibrium F x) (ey : IsEquilibrium F y) :
    ∃ σ : Equiv.Perm (Fin N), y = x ∘ σ := by
  have relabel : ∀ (z : Fin N → ℝ) (σ : Equiv.Perm (Fin N)),
      IsEquilibrium F z → IsEquilibrium F (z ∘ σ) := by
    intro z σ hz i
    rw [repulsion_eq_sum]
    exact (hz (σ i)).trans ((repulsion_eq_sum z (σ i)).trans
      (Equiv.sum_comp σ (fun j => 1 / (z (σ i) - z j))).symm)
  -- sort both configurations and compare
  have h := equilibrium_unique hF
    ((Tuple.monotone_sort x).strictMono_of_injective (hx.comp (Tuple.sort x).injective))
    ((Tuple.monotone_sort y).strictMono_of_injective (hy.comp (Tuple.sort y).injective))
    (relabel x _ ex) (relabel y _ ey)
  refine ⟨(Tuple.sort y).symm.trans (Tuple.sort x), ?_⟩
  funext k
  have hk := congrFun h ((Tuple.sort y).symm k)
  simp only [Function.comp_apply, Equiv.apply_symm_apply] at hk
  simp only [Function.comp_apply, Equiv.trans_apply]
  exact hk.symm

/-- If the strictly increasing restoring force is odd, an ordered equilibrium is symmetric under
reflection at the origin. -/
theorem equilibrium_symmetric {N : ℕ} {F : ℝ → ℝ} (hF : StrictMono F)
    (hodd : ∀ t, F (-t) = -F t) {x : Fin N → ℝ} (hx : StrictMono x)
    (ex : IsEquilibrium F x) (i : Fin N) : x i = -x (Fin.rev i) := by
  have hy : StrictMono (fun k => -x (Fin.rev k)) := fun a b hab =>
    neg_lt_neg (hx (Fin.rev_lt_rev.2 hab))
  have ey : IsEquilibrium F (fun k => -x (Fin.rev k)) := by
    intro k
    rw [hodd, ex, repulsion_eq_sum, repulsion_eq_sum,
      ← Equiv.sum_comp Fin.revPerm (fun j => 1 / (x (Fin.rev k) - x j)),
      ← Finset.sum_neg_distrib]
    refine Finset.sum_congr rfl fun j _ => ?_
    rw [Fin.revPerm_apply, ← div_neg]
    congr 1
    ring
  exact congrFun (equilibrium_unique hF hx hy ex ey) i

/-- Three particles at `-1, 0, 1` are ordered and in equilibrium under the strictly increasing
linear force `3t/2`, counted positive when it pulls to the left. -/
theorem equilibrium_witness :
    StrictMono (fun t : ℝ => 3 / 2 * t) ∧ StrictMono (![-1, 0, 1] : Fin 3 → ℝ) ∧
      IsEquilibrium (fun t : ℝ => 3 / 2 * t) (![-1, 0, 1] : Fin 3 → ℝ) := by
  refine ⟨fun a b h => ?_, Fin.strictMono_iff_lt_succ.2 fun i => ?_, fun i => ?_⟩
  · show 3 / 2 * a < 3 / 2 * b
    linarith
  · fin_cases i
    · show (-1 : ℝ) < 0
      norm_num
    · show (0 : ℝ) < 1
      norm_num
  · rw [repulsion_eq_sum, Fin.sum_univ_three]
    fin_cases i
    · show (3 / 2 : ℝ) * (-1) = 1 / (-1 - (-1)) + 1 / (-1 - 0) + 1 / (-1 - 1)
      norm_num
    · show (3 / 2 : ℝ) * 0 = 1 / (0 - (-1)) + 1 / (0 - 0) + 1 / (0 - 1)
      norm_num
    · show (3 / 2 : ℝ) * 1 = 1 / (1 - (-1)) + 1 / (1 - 0) + 1 / (1 - 1)
      norm_num

/-- The step force is monotone, and under it two particles at `s - 1` and `s + 1` are ordered and in
equilibrium for every `s` strictly between `-1` and `1`. -/
theorem stepForce_equilibria :
    Monotone stepForce ∧ ∀ s : ℝ, -1 < s → s < 1 →
      StrictMono ![s - 1, s + 1] ∧ IsEquilibrium stepForce ![s - 1, s + 1] := by
  refine ⟨fun a b h => ?_, fun s hs hs' =>
    ⟨Fin.strictMono_iff_lt_succ.2 fun i => ?_, fun i => ?_⟩⟩
  · unfold stepForce
    split_ifs <;> linarith
  · fin_cases i
    show s - 1 < s + 1
    linarith
  · have h0 : stepForce (s - 1) = -1 / 2 := if_pos (by linarith)
    have h1 : stepForce (s + 1) = 1 / 2 := if_neg (by linarith)
    rw [repulsion_eq_sum, Fin.sum_univ_two]
    fin_cases i
    · show stepForce (s - 1) = 1 / ((s - 1) - (s - 1)) + 1 / ((s - 1) - (s + 1))
      rw [h0, sub_self, show (s - 1) - (s + 1) = -2 by ring]
      norm_num
    · show stepForce (s + 1) = 1 / ((s + 1) - (s - 1)) + 1 / ((s + 1) - (s + 1))
      rw [h1, sub_self, show (s + 1) - (s - 1) = 2 by ring]
      norm_num

end

end LogGasEquilibrium
```

```lean
#print axioms LogGasEquilibrium.equilibrium_unique
#print axioms LogGasEquilibrium.equilibrium_unique_up_to_perm
#print axioms LogGasEquilibrium.equilibrium_symmetric
#print axioms LogGasEquilibrium.stepForce_equilibria
```

```
'LogGasEquilibrium.equilibrium_unique' depends on axioms: [propext, Classical.choice, Quot.sound]
'LogGasEquilibrium.equilibrium_unique_up_to_perm' depends on axioms: [propext, Classical.choice, Quot.sound]
'LogGasEquilibrium.equilibrium_symmetric' depends on axioms: [propext, Classical.choice, Quot.sound]
'LogGasEquilibrium.stepForce_equilibria' depends on axioms: [propext, Classical.choice, Quot.sound]
```

## How the proof follows the derivation

`repulsion_eq_sum` extends the sum to all $j$; this is harmless because Lean evaluates $1/0$ as $0$.

`work_eq` is the work formula. `Finset.sum_comm` exchanges the two indices, and the identity `e` supplies the sign change of the pair force. The statement `h2` splits the double sum into two equal halves, from which `linarith` obtains the factor $\tfrac12$.

`repulsion_difference` applies `work_eq` twice with the displacement $x-y$. For $i\ne j$, injectivity of `x` and `y` makes both separations nonzero; `div_sub_div` then puts the two fractions over a common denominator, and `ring` compares the numerators. No order is needed yet, only distinct positions.

`equal_separations` contains the sign argument and assumes only `Monotone F`. Here `hpos` proves that the denominators are positive, `hT` that each term of the double sum is nonnegative, and `hL` that the work difference at two equilibria is nonnegative. Rewriting `hL` with the difference formula bounds the double sum from above by zero, and `le_antisymm` makes it equal to zero. `Finset.sum_eq_zero_iff_of_nonneg` is used twice, first to make each row vanish and then each term in the row. A vanishing quotient with a positive denominator has a vanishing numerator, which gives the equality of separations.

`equilibrium_unique` is the last step by hand: `hF.injective` reduces $x_i=y_i$ to $F(x_i)=F(y_i)$, force balance turns this into an equality of repulsions, and `equal_separations` matches them term by term.

Two consequences follow. `equilibrium_unique_up_to_perm` replaces the ordering by distinctness of the positions and concludes that $y$ is a relabelling of $x$. It sorts both configurations with `Tuple.sort`, notes that relabelling preserves force balance, and applies uniqueness to the sorted versions. `equilibrium_symmetric` treats an odd $F$. The mirror image $-x_{N-1-i}$, written with `Fin.rev`, is again ordered and in equilibrium, so it coincides with $x$.

`equilibrium_witness` verifies the three-particle equilibrium above, and `stepForce_equilibria` the sliding pair. To check force balance, both go through the particles one at a time with `fin_cases` and finish each case with `norm_num`.
